# Ridge-fitted cluster expansions: one fit at each positive penalty, with norm nonincreasing and training residual nondecreasing in the penalty

With a single structure of energy y, a single cluster of correlation x and a penalty t > 0, the cost (y − xJ)² + tJ² is smallest at one value of the interaction J, which leaves a definite residual:

J_t = xy/(x² + t),  y − xJ_t = ty/(x² + t).

As t grows, |J_t| never increases and the size of the residual never decreases, and the file below proves the same behaviour for any finite number of structures and clusters, where the fit is a vector of interactions and the sizes of the fit and of the residual are their Euclidean norms.

In Lean 4 with Mathlib:

```lean
import Mathlib

open Matrix

namespace ClusterExpansionRidge

noncomputable section

variable {m n k : Type*} [Fintype m] [Fintype n] [Fintype k]

/-- The Euclidean norm of a real vector. -/
def euclNorm (v : k → ℝ) : ℝ := Real.sqrt (v ⬝ᵥ v)

/-- The ridge cost of the effective cluster interactions `J`: squared training residual
plus `t` times the squared norm of `J`. -/
def ridgeCost (X : Matrix m n ℝ) (y : m → ℝ) (t : ℝ) (J : n → ℝ) : ℝ :=
  euclNorm (y - X *ᵥ J) ^ 2 + t * euclNorm J ^ 2

/-- `J` is a ridge fit at penalty `t` if no other set of interactions has a lower ridge cost. -/
def IsRidgeFit (X : Matrix m n ℝ) (y : m → ℝ) (t : ℝ) (J : n → ℝ) : Prop :=
  ∀ K, ridgeCost X y t J ≤ ridgeCost X y t K

private lemma dot_self_nonneg (v : k → ℝ) : 0 ≤ v ⬝ᵥ v := by
  unfold dotProduct
  exact Finset.sum_nonneg fun i _ => mul_self_nonneg (v i)

private lemma euclNorm_nonneg (v : k → ℝ) : 0 ≤ euclNorm v := Real.sqrt_nonneg _

private lemma euclNorm_sq (v : k → ℝ) : euclNorm v ^ 2 = v ⬝ᵥ v :=
  Real.sq_sqrt (dot_self_nonneg v)

private lemma dot_transpose (X : Matrix m n ℝ) (v : n → ℝ) (r : m → ℝ) :
    v ⬝ᵥ (Xᵀ *ᵥ r) = (X *ᵥ v) ⬝ᵥ r := by
  rw [Matrix.dotProduct_mulVec, Matrix.vecMul_transpose]

variable {X : Matrix m n ℝ} {y : m → ℝ} {s t : ℝ}

/-- If `Xᵀ (y - X J) = t J`, then replacing `J` by `J + D` changes the ridge cost by exactly `‖X D‖²
+ t ‖D‖²`. -/
theorem ridgeCost_add {J : n → ℝ} (h : Xᵀ *ᵥ (y - X *ᵥ J) = t • J) (D : n → ℝ) :
    ridgeCost X y t (J + D) =
      ridgeCost X y t J + euclNorm (X *ᵥ D) ^ 2 + t * euclNorm D ^ 2 := by
  -- stationarity removes the terms linear in `D`
  have key : (X *ᵥ D) ⬝ᵥ (y - X *ᵥ J) = t * (D ⬝ᵥ J) := by
    rw [← dot_transpose, h, dotProduct_smul, smul_eq_mul]
  have e : y - X *ᵥ (J + D) = (y - X *ᵥ J) - X *ᵥ D := by
    rw [Matrix.mulVec_add, sub_add_eq_sub_sub]
  simp only [ridgeCost, euclNorm_sq]
  rw [e]
  generalize y - X *ᵥ J = r at key ⊢
  simp only [sub_dotProduct, dotProduct_sub, add_dotProduct, dotProduct_add]
  rw [dotProduct_comm r (X *ᵥ D), dotProduct_comm J D]
  linear_combination -2 * key

/-- For a positive penalty the stationarity condition `Xᵀ (y - X J) = t J` has a solution,
whatever the correlation matrix. -/
theorem exists_stationary (X : Matrix m n ℝ) (y : m → ℝ) (ht : 0 < t) :
    ∃ J : n → ℝ, Xᵀ *ᵥ (y - X *ᵥ J) = t • J := by
  let L : (n → ℝ) →ₗ[ℝ] (n → ℝ) := Xᵀ.mulVecLin ∘ₗ X.mulVecLin + t • LinearMap.id
  have hL : ∀ v, L v = Xᵀ *ᵥ (X *ᵥ v) + t • v := fun v => rfl
  -- the penalty makes the quadratic form of `L` definite, so `L` is injective
  have inj : Function.Injective L := by
    rw [injective_iff_map_eq_zero]
    intro v hv
    rw [hL] at hv
    have h := congrArg (fun w => v ⬝ᵥ w) hv
    simp only [dotProduct_add, dotProduct_smul, smul_eq_mul, dotProduct_zero,
      dot_transpose] at h
    have h0 : t * (v ⬝ᵥ v) = 0 :=
      le_antisymm (by linarith [dot_self_nonneg (X *ᵥ v)])
        (mul_nonneg ht.le (dot_self_nonneg v))
    exact dotProduct_self_eq_zero.mp ((mul_eq_zero.mp h0).resolve_left ht.ne')
  obtain ⟨J, hJ⟩ := LinearMap.injective_iff_surjective.mp inj (Xᵀ *ᵥ y)
  refine ⟨J, ?_⟩
  rw [Matrix.mulVec_sub, ← hJ, hL]
  exact add_sub_cancel_left _ _

private lemma cost_lt (ht : 0 < t) {J K : n → ℝ}
    (h : Xᵀ *ᵥ (y - X *ᵥ J) = t • J) (hK : K ≠ J) :
    ridgeCost X y t J < ridgeCost X y t K := by
  have e := ridgeCost_add h (K - J)
  rw [add_sub_cancel] at e
  have hpos : 0 < euclNorm (K - J) ^ 2 := by
    rw [euclNorm_sq]
    exact lt_of_le_of_ne (dot_self_nonneg _)
      (Ne.symm fun h0 => hK (sub_eq_zero.mp (dotProduct_self_eq_zero.mp h0)))
  linarith [mul_pos ht hpos, sq_nonneg (euclNorm (X *ᵥ (K - J)))]

/-- For a positive penalty, the ridge fits are exactly the solutions of the stationarity
condition `Xᵀ (y - X J) = t J`. -/
theorem isRidgeFit_iff (ht : 0 < t) {J : n → ℝ} :
    IsRidgeFit X y t J ↔ Xᵀ *ᵥ (y - X *ᵥ J) = t • J := by
  constructor
  · intro hJ
    obtain ⟨J₀, h₀⟩ := exists_stationary X y ht
    by_cases h : J = J₀
    · rw [h]; exact h₀
    · exact absurd (hJ J₀) (not_le_of_gt (cost_lt ht h₀ h))
  · intro h K
    by_cases hK : K = J
    · rw [hK]
    · exact (cost_lt ht h hK).le

/-- For a positive penalty there is one and only one ridge fit. -/
theorem existsUnique_ridgeFit (X : Matrix m n ℝ) (y : m → ℝ) (ht : 0 < t) :
    ∃! J : n → ℝ, IsRidgeFit X y t J := by
  obtain ⟨J, hJ⟩ := exists_stationary X y ht
  refine ⟨J, (isRidgeFit_iff ht).mpr hJ, fun K hK => ?_⟩
  by_contra h
  exact absurd (hK J) (not_le_of_gt (cost_lt ht hJ h))

/-- For a positive penalty, vanishing interactions are a ridge fit exactly when the energies are
orthogonal to every column of the correlation matrix. -/
theorem isRidgeFit_zero_iff (ht : 0 < t) :
    IsRidgeFit X y t 0 ↔ Xᵀ *ᵥ y = 0 := by
  rw [isRidgeFit_iff ht, Matrix.mulVec_zero, sub_zero, smul_zero]

/-- The ridge fits form a path `J t`, `t > 0`, along which the norm of the interactions
never increases and the training residual never decreases as the penalty grows. -/
theorem ridge_path (X : Matrix m n ℝ) (y : m → ℝ) :
    ∃ J : ℝ → n → ℝ,
      (∀ t, 0 < t → ∀ K, IsRidgeFit X y t K ↔ K = J t) ∧
      AntitoneOn (fun t => euclNorm (J t)) (Set.Ioi 0) ∧
      MonotoneOn (fun t => euclNorm (y - X *ᵥ J t)) (Set.Ioi 0) := by
  have hex : ∀ t : ℝ, ∃ J : n → ℝ, 0 < t → IsRidgeFit X y t J := by
    intro t
    by_cases ht : 0 < t
    · obtain ⟨J, hJ, _⟩ := existsUnique_ridgeFit X y ht
      exact ⟨J, fun _ => hJ⟩
    · exact ⟨0, fun h => absurd h ht⟩
  choose J hJ using hex
  -- compare each fit with the other one in its own cost
  have mono : ∀ s t : ℝ, 0 < s → s < t → euclNorm (J t) ^ 2 ≤ euclNorm (J s) ^ 2 ∧
      euclNorm (y - X *ᵥ J s) ^ 2 ≤ euclNorm (y - X *ᵥ J t) ^ 2 := by
    intro s t hs hst
    have h1 := hJ s hs (J t)
    have h2 := hJ t (hs.trans hst) (J s)
    unfold ridgeCost at h1 h2
    have hn : euclNorm (J t) ^ 2 ≤ euclNorm (J s) ^ 2 := by
      by_contra hc
      linarith [mul_pos (sub_pos.mpr hst) (sub_pos.mpr (not_le.mp hc))]
    exact ⟨hn, by linarith [mul_le_mul_of_nonneg_left hn hs.le]⟩
  refine ⟨J, fun t ht K => ⟨fun hK => (existsUnique_ridgeFit X y ht).unique hK (hJ t ht),
    fun hK => hK ▸ hJ t ht⟩, ?_, ?_⟩
  · intro s hs t _ hst
    rcases hst.eq_or_lt with rfl | h
    · exact le_rfl
    · exact (sq_le_sq₀ (euclNorm_nonneg _) (euclNorm_nonneg _)).mp (mono s t hs h).1
  · intro s hs t _ hst
    rcases hst.eq_or_lt with rfl | h
    · exact le_rfl
    · exact (sq_le_sq₀ (euclNorm_nonneg _) (euclNorm_nonneg _)).mp (mono s t hs h).2

/-- If `Xᵀ y ≠ 0`, the larger of two positive penalties gives interactions of strictly smaller norm
and a strictly larger training residual. -/
theorem ridge_strict (hs : 0 < s) (hst : s < t) (hy : Xᵀ *ᵥ y ≠ 0) {J K : n → ℝ}
    (hJ : IsRidgeFit X y s J) (hK : IsRidgeFit X y t K) :
    euclNorm K < euclNorm J ∧ euclNorm (y - X *ᵥ J) < euclNorm (y - X *ᵥ K) := by
  have ht := hs.trans hst
  have eJ := (isRidgeFit_iff hs).mp hJ
  have eK := (isRidgeFit_iff ht).mp hK
  -- one vector can be stationary at two penalties only if it vanishes
  have hne : K ≠ J := by
    intro h
    rw [h] at eK
    have h0 : (t - s) • J = 0 := by rw [sub_smul, sub_eq_zero]; exact eK.symm.trans eJ
    have hJ0 : J = 0 := (smul_eq_zero.mp h0).resolve_left (sub_pos.mpr hst).ne'
    rw [hJ0] at hJ
    exact hy ((isRidgeFit_zero_iff hs).mp hJ)
  have h1 := cost_lt hs eJ hne
  have h2 := cost_lt ht eK hne.symm
  unfold ridgeCost at h1 h2
  have hn : euclNorm K ^ 2 < euclNorm J ^ 2 := by
    by_contra hc
    linarith [mul_nonneg (sub_pos.mpr hst).le (sub_nonneg.mpr (not_lt.mp hc))]
  have hr : euclNorm (y - X *ᵥ J) ^ 2 < euclNorm (y - X *ᵥ K) ^ 2 := by
    linarith [mul_le_mul_of_nonneg_left hn.le hs.le]
  exact ⟨(sq_lt_sq₀ (euclNorm_nonneg _) (euclNorm_nonneg _)).mp hn,
    (sq_lt_sq₀ (euclNorm_nonneg _) (euclNorm_nonneg _)).mp hr⟩

end

end ClusterExpansionRidge
```

```lean
#print axioms ClusterExpansionRidge.existsUnique_ridgeFit
#print axioms ClusterExpansionRidge.ridge_path
#print axioms ClusterExpansionRidge.ridge_strict
```

```
'ClusterExpansionRidge.existsUnique_ridgeFit' depends on axioms: [propext, Classical.choice, Quot.sound]
'ClusterExpansionRidge.ridge_path' depends on axioms: [propext, Classical.choice, Quot.sound]
'ClusterExpansionRidge.ridge_strict' depends on axioms: [propext, Classical.choice, Quot.sound]
```

## Energies, correlations and the penalty

A cluster expansion writes the energy of an atomic configuration on a lattice as a linear combination of cluster correlation functions. The coefficients are the effective cluster interactions. They are fitted to a training set of structures whose energies are known, often from electronic-structure calculations.

In the file the finite type `m` labels the training structures and the finite type `n` labels the clusters. The matrix `X : Matrix m n ℝ` has one row per structure and one column per cluster, with any multiplicity factors already included in its entries. The vector `y : m → ℝ` contains the energies, and `J : n → ℝ` contains the interactions. The product `X *ᵥ J` is the vector of predicted energies, and y − XJ is the training residual.

Nothing is assumed about X beyond its being real and finite. There may be fewer structures than clusters, and two clusters may have identical columns. In such cases ordinary least squares leaves some combinations of interactions undetermined, while a positive penalty still selects one vector.

The norm is Euclidean, ‖v‖ = √(v·v), and is defined in the file as `euclNorm`. It has its own definition because the norm that Mathlib attaches to plain functions `n → ℝ` is the largest absolute entry. The cost, `ridgeCost`, is

C_t(J) = ‖y − XJ‖² + t‖J‖².

The number t is the squared misfit charged per unit of ‖J‖². In a statistical reading with independent Gaussian energy errors of variance σ² and independent Gaussian priors of mean zero and variance τ² on the interactions, minimizing C_t gives the most probable J when t = σ²/τ².

Two conventions matter when comparing with a fitting program. The misfit is a sum over structures and not a mean, so a program that minimizes the mean squared error plus λ‖J‖² over N structures corresponds to t = Nλ. Also, every component of J is penalized with the same weight, including the constant term if X has a column for the empty cluster.

## What is asserted about the fits

`IsRidgeFit X y t J` says that C_t(J) ≤ C_t(K) for every K. A ridge fit is therefore a global minimizer by definition, and no matrix formula is built into the notion.

`existsUnique_ridgeFit` states that for t > 0 there is exactly one such J. `ridge_path` collects these fits into a function `J : ℝ → n → ℝ` with three properties:

- For every t > 0, a vector K is a ridge fit at t if and only if K = J_t.
- The map t ↦ ‖J_t‖ is nonincreasing on (0, ∞), written `AntitoneOn` on `Set.Ioi 0`.
- The map t ↦ ‖y − XJ_t‖ is nondecreasing on (0, ∞), written `MonotoneOn` on the same set.

The function J is defined on all real t only for convenience; its values at t ≤ 0 have no meaning as fits.

`ridge_strict` adds that if Xᵀy ≠ 0 and 0 < s < t, both comparisons are strict. The condition means that the energy vector has a nonzero inner product with at least one column of correlations. If instead Xᵀy = 0, `isRidgeFit_zero_iff` says that J = 0 is the fit at every positive penalty, so the norm stays at 0 and the residual norm stays at ‖y‖.

For a linear cluster expansion with finitely many clusters and one uniform quadratic penalty, a scan over t should thus show these two orderings up to solver tolerance, and a clear violation points to an error in the fit or to a cost that differs from C_t. The orderings concern the total norm and the training data. An individual interaction may grow in magnitude along the path, and the theorems make no statement about the error on new structures, the predicted ground states or the best choice of t.

## The excess cost of moving away from a stationary point

Setting the gradient of C_t to zero gives −2Xᵀ(y − XJ) + 2tJ = 0, or

Xᵀ(y − XJ) = tJ.

Suppose J satisfies this equation, write r = y − XJ, and change the interactions by an arbitrary D. Expanding both squares gives

C_t(J + D) = ‖r − XD‖² + t‖J + D‖²
= ‖r‖² − 2(XD)·r + ‖XD‖² + t‖J‖² + 2t D·J + t‖D‖².

Moving X to the other side of the inner product and using stationarity,

(XD)·r = D·(Xᵀr) = t D·J.

The terms linear in D cancel, which leaves an exact identity:

C_t(J + D) = C_t(J) + ‖XD‖² + t‖D‖².

This is `ridgeCost_add`. In its proof, `key` is the relation (XD)·r = t D·J, obtained from the helper `dot_transpose`, and `e` rewrites the new residual as r − XD. The helper `euclNorm_sq` replaces squared norms by inner products, the `simp only` call expands them, and `linear_combination -2 * key` performs the cancellation. The identity itself needs no sign condition on t.

## Existence and uniqueness at positive penalty

The stationarity equation can be rearranged as

L J = Xᵀy, where L v = XᵀXv + tv.

If L v = 0, taking the inner product with v gives

0 = v·(L v) = ‖Xv‖² + t‖v‖².

Both terms are nonnegative and t > 0, so v = 0. Hence L is injective. A linear map from a finite-dimensional space to itself that is injective is also surjective, so some J solves L J = Xᵀy. Subtracting XᵀXJ from both sides recovers the stationarity equation.

`exists_stationary` follows this argument. The step `inj` takes the inner product with v and uses `dot_self_nonneg` to conclude that t(v·v) = 0. `LinearMap.injective_iff_surjective` then supplies the solution.

Now let J be stationary and K ≠ J. Putting D = K − J in the excess-cost identity gives

C_t(K) − C_t(J) = ‖X(K − J)‖² + t‖K − J‖² > 0.

The last term is positive even when X cannot distinguish K from J. This is `cost_lt`, and it shows that a stationary J beats every other vector.

The converse uses existence. If J is a minimizer and J₀ is a stationary point, J must equal J₀, since otherwise J₀ would have a strictly lower cost. `isRidgeFit_iff` records the resulting equivalence between minimizers and stationary points, and `existsUnique_ridgeFit` follows from the same comparison. Setting J = 0 in the stationarity equation turns it into Xᵀy = 0, which is `isRidgeFit_zero_iff`.

## Comparing two penalties

Let 0 < s < t, and abbreviate

N_t = ‖J_t‖²,  R_t = ‖y − XJ_t‖²,

with N_s and R_s defined likewise. Since J_s minimizes the cost at s and J_t minimizes the cost at t,

R_s + sN_s ≤ R_t + sN_t,
R_t + tN_t ≤ R_s + tN_s.

Adding the two inequalities removes the residuals:

(t − s)(N_t − N_s) ≤ 0.

Because t − s > 0, it follows that N_t ≤ N_s. The first inequality then orders the residuals:

R_s ≤ R_t + s(N_t − N_s) ≤ R_t.

Norms are nonnegative, so the same orderings hold without the squares.

In `ridge_path`, `hex` and `choose` select one fit for each positive penalty. Within `mono`, `h1` and `h2` are the two cost comparisons. The bound `hn` is proved by contradiction: if N_t exceeded N_s, the product (t − s)(N_t − N_s) would be positive, and `linarith` finds the conflict with the sum of `h1` and `h2`. A second call to `linarith` gives the residual bound. The final two bullets treat s = t separately and otherwise pass from squares to norms with `sq_le_sq₀`, using `euclNorm_nonneg`.

## When the changes are strict

The comparisons become strict once the two fits are known to differ. Suppose the same vector J were the fit at both s and t. The two stationarity equations would give

sJ = Xᵀ(y − XJ) = tJ,

so (t − s)J = 0 and J = 0. Stationarity at J = 0 reads Xᵀy = 0, which contradicts the hypothesis of `ridge_strict`.

In that theorem `J` is the fit at s and `K` is the fit at t, and the argument just given is the step `hne`. Since the fits differ, `cost_lt` makes each of the two cost comparisons strict. Their sum is now

(t − s)(‖K‖² − ‖J‖²) < 0,

which gives ‖K‖ < ‖J‖. The strict comparison at s then gives

‖y − XJ‖² < ‖y − XK‖² + s(‖K‖² − ‖J‖²) ≤ ‖y − XK‖².

These are the steps `hn` and `hr`, and `sq_lt_sq₀` removes the squares. In the case of one structure and one cluster the hypothesis Xᵀy ≠ 0 is xy ≠ 0, and both strict changes can be read from the two fractions at the start.
